# One gradient term of the LYP functional, taken without its negative prefactor, is nonpositive when the spin-density gradients have a nonnegative inner product

## Densities and gradients as independent values at a point

The spin densities and their gradients enter here as four independent quantities: two real numbers $a$ and $b$, and two vectors $p$ and $q$. They stand for the values at a single point $r$ in space,

$$a=\rho_\uparrow(r),\qquad b=\rho_\downarrow(r),\qquad p=\nabla\rho_\uparrow(r),\qquad q=\nabla\rho_\downarrow(r).$$

Nothing ties $p$ to $a$ or $q$ to $b$. This suits a semilocal functional, whose integrand at $r$ depends only on such local values, and it turns the question into algebra.

A different model would take $\rho_\uparrow$ and $\rho_\downarrow$ as differentiable, nonnegative functions on space and define $p$ and $q$ as their gradients. The inequalities would then follow by inserting the values at each point. One hypothesis would become a consequence: where $\rho_\downarrow$ is zero it has a minimum, so its gradient vanishes there. In the pointwise model, $b=0$ and $q=0$ are two separate conditions.

## Where the term sits in LYP

Write $n=a+b$ for the total density. In the form of the LYP correlation functional that contains only first derivatives of the density, the energy density includes a bracket multiplied by a negative factor that depends on $n$. Most of the bracket carries the product $ab$. The part that does not is

$$T=-\tfrac23 n^2\|p+q\|^2+\left(\tfrac23 n^2-a^2\right)\|q\|^2+\left(\tfrac23 n^2-b^2\right)\|p\|^2 .$$

Because the factor in front is negative, a nonpositive $T$ contributes a nonnegative amount to the correlation energy density. The results below concern the sign and the zeros of $T$ alone. They do not settle the sign of the full LYP integrand, which has further terms, or of the integrated energy.

The zeros matter for one-electron systems. LYP gives no correlation energy to a fully spin-polarized density. The terms with a factor $ab$ vanish there at once, whereas $T$ vanishes only through a cancellation among its own parts.

## The statements in words

In the Lean file, `E` is any real inner-product space, so ordinary three-dimensional space is included and the dimension plays no role. The expression `gradTerm a b p q` is $T$, `⟪p, q⟫_ℝ` is the inner product $\langle p,q\rangle$, and `a • q` is the vector $q$ scaled by the number $a$. The densities are plain real numbers, and units are not represented.

The main theorem, `gradTerm_nonpos`, says that $T\le 0$ whenever $\langle p,q\rangle\ge 0$. Physically, this condition means that the two spin densities do not grow in opposing directions: their gradients enclose at most a right angle, or one of them is zero. It holds, for example, in a spherical atom wherever both spin densities decrease outward. The theorem does not require $a$ and $b$ to be nonnegative, so it covers the physical densities and more.

Under the same condition, `gradTerm_eq_zero_iff` says that $T=0$ exactly when $aq=0$ and $bp=0$. If both densities are positive, this means that both gradients vanish. The fully polarized case $b=0$, $q=0$ is stated separately as `gradTerm_fully_polarized`, for every $a$ and $p$.

Two theorems treat gradients that may point against each other. The first, `gradTerm_nonpos_of_angle`, replaces $\langle p,q\rangle\ge0$ by

$$2n^2\langle p,q\rangle\ \ge\ -3ab\,\|p\|\,\|q\| ,$$

which for positive densities is a weaker demand. The second, `gradTerm_nonpos_iff_of_balanced`, says that this bound is also necessary when $a\|q\|=b\|p\|$.

Some condition on the gradients is needed: by `gradTerm_pos_of_opposite`, $T>0$ when $q=-p\neq0$, the densities are nonnegative and $n>0$. This is the one theorem that assumes nonnegative densities.

The last two theorems evaluate $T$, first for $p=aw$ and $q=bw$ with a common vector $w$, and then for a closed shell.

## The cancellation behind the sign

Expand the first norm:

$$\|p+q\|^2=\|p\|^2+2\langle p,q\rangle+\|q\|^2 .$$

Multiplied by $-\tfrac23n^2$, its two squares cancel the terms $\tfrac23n^2\|q\|^2$ and $\tfrac23n^2\|p\|^2$ in $T$. What remains is

$$T=-\tfrac43 n^2\langle p,q\rangle-a^2\|q\|^2-b^2\|p\|^2 .$$

If $\langle p,q\rangle\ge0$, none of the three contributions is positive, so $T\le0$.

If in addition $T=0$, each contribution must be zero. In particular $a\|q\|=0$ and $b\|p\|=0$, that is, $aq=0$ and $bp=0$. Conversely, suppose that these two products vanish. Then the two squares are zero. Either one of the gradients is zero, which removes the inner product, or $a=b=0$, which removes $n^2$. In both cases $T=0$. The choice $b=0$, $q=0$ is an instance.

The same argument gives a sharper estimate. For $\langle p,q\rangle\ge0$, discard only the cross term and use $x^2+y^2\ge2xy$:

$$T\ \le\ -a^2\|q\|^2-b^2\|p\|^2\ \le\ -2ab\,\|p\|\,\|q\| .$$

The file has no theorem for this estimate.

## How far the gradients may turn apart

Completing the square in $a\|q\|$ and $b\|p\|$ gives

$$-T=\left(a\|q\|-b\|p\|\right)^2+\tfrac23\left(2n^2\langle p,q\rangle+3ab\,\|p\|\,\|q\|\right).$$

If the second bracket is nonnegative, then $T\le0$. If $a\|q\|=b\|p\|$, the square is zero and the sign of $T$ is decided by that bracket alone, so the bound is necessary too.

For nonzero gradients enclosing an angle $\theta$, and $n>0$, the bound reads $\cos\theta\ge-3ab/(2n^2)$. With equal positive spin densities the right-hand side is $-3/8$, which allows angles up to about $112^\circ$.

For exactly opposite gradients, $q=-p$, we have $\langle p,q\rangle=-\|p\|^2$. With $a^2+b^2=n^2-2ab$ this gives

$$T=\left(\tfrac43n^2-a^2-b^2\right)\|p\|^2=\left(\tfrac13n^2+2ab\right)\|p\|^2 ,$$

which is positive for $p\ne0$, $a,b\ge0$ and $n>0$. Such gradients occur at the midpoint of a stretched hydrogen molecule in a broken-symmetry description, where one spin density decays away from the left atom and the other away from the right.

## Constant polarization and the closed shell

If the ratio of the spin densities is the same throughout a region with $n>0$, then $p=aw$ and $q=bw$ with $w=\nabla n/n$. For any vector $w$, inserting these gradients gives $\langle p,q\rangle=ab\|w\|^2$, while both squares equal $a^2b^2\|w\|^2$. Hence

$$T=-\left(\tfrac43n^2ab+2a^2b^2\right)\|w\|^2 .$$

For a closed shell, $a=b=n/2$ and $p=q=g/2$, where $g=\nabla n$. The closed form then gives

$$T=-\tfrac13n^2\|g\|^2-\tfrac1{16}n^2\|g\|^2-\tfrac1{16}n^2\|g\|^2=-\tfrac{11}{24}\,n^2\|g\|^2 .$$

In electronic-structure code, this value can serve as a reference for a spin-polarized implementation of this single term, evaluated at closed-shell input.

## The Lean file

```lean
import Mathlib

open scoped InnerProductSpace

namespace LYPGradientTerm

variable {E : Type*} [NormedAddCommGroup E] [InnerProductSpace ℝ E]

/-- The gradient term of the LYP correlation functional that carries no prefactor `a * b`
inside the bracket, for spin densities `a`, `b` with gradients `p`, `q`. -/
noncomputable def gradTerm (a b : ℝ) (p q : E) : ℝ :=
  -(2 / 3) * (a + b) ^ 2 * ‖p + q‖ ^ 2
    + ((2 / 3) * (a + b) ^ 2 - a ^ 2) * ‖q‖ ^ 2
    + ((2 / 3) * (a + b) ^ 2 - b ^ 2) * ‖p‖ ^ 2

/-- The term is a cross term in the two spin-density gradients minus two squares, each pairing
the density of one spin with the gradient of the other. -/
theorem gradTerm_eq (a b : ℝ) (p q : E) :
    gradTerm a b p q =
      -(4 / 3) * (a + b) ^ 2 * ⟪p, q⟫_ℝ - (a * ‖q‖) ^ 2 - (b * ‖p‖) ^ 2 := by
  unfold gradTerm
  rw [norm_add_sq_real]
  ring

/-- The LYP gradient term is nonpositive wherever the two spin-density gradients have a
nonnegative inner product. -/
theorem gradTerm_nonpos (a b : ℝ) {p q : E} (hpq : 0 ≤ ⟪p, q⟫_ℝ) :
    gradTerm a b p q ≤ 0 := by
  rw [gradTerm_eq]
  have h := mul_nonneg (sq_nonneg (a + b)) hpq
  linarith [sq_nonneg (a * ‖q‖), sq_nonneg (b * ‖p‖)]

/-- For gradients with nonnegative inner product, the term vanishes exactly when each spin
density times the gradient of the opposite spin density is zero. -/
theorem gradTerm_eq_zero_iff (a b : ℝ) {p q : E} (hpq : 0 ≤ ⟪p, q⟫_ℝ) :
    gradTerm a b p q = 0 ↔ a • q = 0 ∧ b • p = 0 := by
  constructor
  · intro h
    rw [gradTerm_eq] at h
    have h0 := mul_nonneg (sq_nonneg (a + b)) hpq
    have hq := sq_nonneg (a * ‖q‖)
    have hp := sq_nonneg (b * ‖p‖)
    -- three nonnegative contributions add up to zero, so each square is zero
    have hq0 : (a * ‖q‖) ^ 2 = 0 := le_antisymm (by linarith) hq
    have hp0 : (b * ‖p‖) ^ 2 = 0 := le_antisymm (by linarith) hp
    have hq1 : a * ‖q‖ = 0 := (pow_eq_zero_iff two_ne_zero).mp hq0
    have hp1 : b * ‖p‖ = 0 := (pow_eq_zero_iff two_ne_zero).mp hp0
    rw [mul_eq_zero, norm_eq_zero] at hq1 hp1
    exact ⟨smul_eq_zero.mpr hq1, smul_eq_zero.mpr hp1⟩
  · rintro ⟨h1, h2⟩
    rcases smul_eq_zero.mp h1 with rfl | rfl <;>
      rcases smul_eq_zero.mp h2 with rfl | rfl <;> simp [gradTerm_eq]

/-- The term vanishes for a fully spin-polarized density, where one spin density and its
gradient are zero. -/
theorem gradTerm_fully_polarized (a : ℝ) (p : E) : gradTerm a 0 p 0 = 0 := by
  simp [gradTerm_eq]

/-- The term remains nonpositive for gradients with a negative inner product, as long as
`2 n² ⟪p, q⟫` does not fall below `-3 a b ‖p‖ ‖q‖`, with `n = a + b`. -/
theorem gradTerm_nonpos_of_angle (a b : ℝ) {p q : E}
    (h : -(3 * a * b * (‖p‖ * ‖q‖)) ≤ 2 * (a + b) ^ 2 * ⟪p, q⟫_ℝ) :
    gradTerm a b p q ≤ 0 := by
  rw [gradTerm_eq]
  -- complete the square in the two gradient lengths
  nlinarith [sq_nonneg (a * ‖q‖ - b * ‖p‖)]

/-- When the gradient lengths satisfy `a ‖q‖ = b ‖p‖`, the bound on the inner product is
necessary as well as sufficient for the term to be nonpositive. -/
theorem gradTerm_nonpos_iff_of_balanced (a b : ℝ) {p q : E} (hbal : a * ‖q‖ = b * ‖p‖) :
    gradTerm a b p q ≤ 0 ↔
      -(3 * a * b * (‖p‖ * ‖q‖)) ≤ 2 * (a + b) ^ 2 * ⟪p, q⟫_ℝ := by
  refine ⟨fun h => ?_, gradTerm_nonpos_of_angle a b⟩
  rw [gradTerm_eq] at h
  have hsq : (a * ‖q‖ - b * ‖p‖) ^ 2 = 0 := by
    rw [hbal]
    ring
  nlinarith [hsq, h]

/-- For nonnegative spin densities with a positive sum and exactly opposite nonzero gradients, the
term is strictly positive. -/
theorem gradTerm_pos_of_opposite {a b : ℝ} (ha : 0 ≤ a) (hb : 0 ≤ b) (hn : 0 < a + b)
    {p : E} (hp : p ≠ 0) : 0 < gradTerm a b p (-p) := by
  have hval : gradTerm a b p (-p) = ((1 / 3) * (a + b) ^ 2 + 2 * (a * b)) * ‖p‖ ^ 2 := by
    rw [gradTerm_eq, inner_neg_right, real_inner_self_eq_norm_sq, norm_neg]
    ring
  rw [hval]
  have h1 : 0 < (a + b) ^ 2 := pow_pos hn 2
  have h2 : 0 ≤ a * b := mul_nonneg ha hb
  exact mul_pos (by linarith) (pow_pos (norm_pos_iff.mpr hp) 2)

/-- Value of the term when each spin-density gradient is its spin density times a common
vector `w`. -/
theorem gradTerm_proportional (a b : ℝ) (w : E) :
    gradTerm a b (a • w) (b • w) =
      -((4 / 3) * (a + b) ^ 2 * (a * b) + 2 * (a * b) ^ 2) * ‖w‖ ^ 2 := by
  rw [gradTerm_eq]
  simp only [real_inner_smul_left, real_inner_smul_right, real_inner_self_eq_norm_sq,
    norm_smul, Real.norm_eq_abs, mul_pow, sq_abs]
  ring

/-- For a closed shell, with density `n` and gradient `g` shared equally between the spins, the
term equals `-(11/24) n² ‖g‖²`. -/
theorem gradTerm_closed_shell (n : ℝ) (g : E) :
    gradTerm (n / 2) (n / 2) ((1 / 2 : ℝ) • g) ((1 / 2 : ℝ) • g) =
      -(11 / 24) * n ^ 2 * ‖g‖ ^ 2 := by
  rw [gradTerm_eq]
  simp only [real_inner_self_eq_norm_sq, norm_smul, Real.norm_eq_abs, mul_pow, sq_abs]
  ring

end LYPGradientTerm
```

```lean
#print axioms LYPGradientTerm.gradTerm_nonpos
-- 'LYPGradientTerm.gradTerm_nonpos' depends on axioms: [propext, Classical.choice, Quot.sound]
#print axioms LYPGradientTerm.gradTerm_nonpos_iff_of_balanced
-- 'LYPGradientTerm.gradTerm_nonpos_iff_of_balanced' depends on axioms: [propext, Classical.choice, Quot.sound]
#print axioms LYPGradientTerm.gradTerm_proportional
-- 'LYPGradientTerm.gradTerm_proportional' depends on axioms: [propext, Classical.choice, Quot.sound]
#print axioms LYPGradientTerm.gradTerm_closed_shell
-- 'LYPGradientTerm.gradTerm_closed_shell' depends on axioms: [propext, Classical.choice, Quot.sound]
```

## How the proofs follow the algebra

The cancellation is the lemma `gradTerm_eq`. After the definition is unfolded, `norm_add_sq_real` expands $\|p+q\|^2$ and `ring` collects the terms. The lemma writes the two squares as $(a\|q\|)^2$ and $(b\|p\|)^2$, so that their signs can be read off directly. All later proofs use this closed form.

In `gradTerm_nonpos`, the step `h` records that $n^2\langle p,q\rangle\ge0$, as a product of two nonnegative factors. Given this and the nonnegativity of the two squares, `linarith` adds the contributions with their coefficients and obtains $T\le0$.

The equivalence `gradTerm_eq_zero_iff` has two directions. Going forward, the same three nonnegative quantities appear, and their weighted sum is now zero. This bounds each square above by zero, and `le_antisymm` turns the two bounds into an equality. A vanishing square gives a vanishing product $a\|q\|$, hence $a=0$ or $q=0$, which is the same as $aq=0$; the other pair is treated alike. Going backward, each vanishing product is split into its two possibilities. The four resulting combinations are those of the argument above, and `simp` evaluates the closed form in each. The theorem `gradTerm_fully_polarized` is a direct evaluation of the same kind.

For `gradTerm_nonpos_of_angle`, the tactic `nlinarith` is given the nonnegativity of $(a\|q\|-b\|p\|)^2$. This is the completed square, and together with the hypothesis on the inner product it yields the claim. In `gradTerm_nonpos_iff_of_balanced`, one direction is the theorem just proved. For the other, `hsq` shows that the square is zero when $a\|q\|=b\|p\|$, and the identity for $-T$ is then read in reverse.

The proof of `gradTerm_pos_of_opposite` first establishes the value $\left(\tfrac13n^2+2ab\right)\|p\|^2$ as `hval`. The first factor is positive because $n^2>0$ and $ab\ge0$, and the second because $p\neq0$. The nonnegativity of the densities is used only to obtain $ab\ge0$.

The two evaluations, `gradTerm_proportional` and `gradTerm_closed_shell`, pull the scalar factors out of the norms and, in the first case, out of the inner product. The norm of a scaled vector produces an absolute value, which disappears on squaring through `sq_abs`. This is why the formula for proportional gradients holds for real $a$ and $b$ of either sign. The remaining arithmetic, including the fraction $11/24$, is done by `ring`.
